# The largest energy gradient of a finite-dimensional pure state over generators of unit Frobenius norm is √2 times its energy spread

A small energy gradient along a few chosen rotations can hide a state that is far from stationary. The slope may vanish along one generator and be large along another, and doubling a generator doubles its slope, so a gradient without a stated normalisation says little about the state. Both difficulties go away once the largest slope over all generators of fixed norm is known.

Let \(H\) be a Hermitian matrix on \(\mathbb C^n\) and \(\psi\) a unit vector. An anti-Hermitian matrix \(K\) generates the rotation \(\psi\mapsto e^{tK}\psi\), and the energy along it has the initial slope

\[
\frac{d}{dt}\Big|_{t=0}\langle e^{tK}\psi, H e^{tK}\psi\rangle=\langle\psi,[H,K]\psi\rangle .
\]

Write \(\langle A\rangle=\langle\psi,A\psi\rangle\) and \(\|A\|_F=\big(\sum_{ij}|A_{ij}|^2\big)^{1/2}\). The claim is

\[
\max_{K^\dagger=-K,\ \|K\|_F=1}\langle[H,K]\rangle=\sqrt2\,\Delta E,
\qquad \Delta E=\sqrt{\|H\psi\|^2-\langle H\rangle^2}.
\]

## The commutator with the density matrix as gradient

Let \(P=|\psi\rangle\langle\psi|\). Then \(P^\dagger=P\), \(P^2=P\), \(\operatorname{tr}P=1\), \(\langle A\rangle=\operatorname{tr}(PA)\) and \(PAP=\langle A\rangle P\). Cyclicity of the trace gives

\[
\langle[H,K]\rangle=\operatorname{tr}(PHK)-\operatorname{tr}(PKH)
=\operatorname{tr}\big((PH-HP)K\big)=\operatorname{tr}(G^\dagger K),
\qquad G=[H,P].
\]

The slope is therefore the Frobenius inner product of \(K\) with the fixed matrix \(G\), which is itself anti-Hermitian: \(G^\dagger=PH-HP=-G\). Its length follows from

\[
G^\dagger G=PH^2P-(PHP)H-H(PHP)+HP^2H .
\]

The four terms have traces \(\langle H^2\rangle\), \(-\langle H\rangle^2\), \(-\langle H\rangle^2\) and \(\langle H^2\rangle\). Since \(\langle H^2\rangle=\|H\psi\|^2\),

\[
\|G\|_F^2=2\big(\|H\psi\|^2-\langle H\rangle^2\big)=2(\Delta E)^2 .
\]

The slope is real, because \([H,K]^\dagger=[H,K]\). By the Cauchy-Schwarz inequality it is at most \(\|G\|_F\|K\|_F\), which is \(\sqrt2\,\Delta E\) when \(\|K\|_F=1\).

If \(G\neq0\), the choice \(K=G/\|G\|_F\) is admissible and has slope \(\|G\|_F^2/\|G\|_F=\|G\|_F\). If \(G=0\), the bound is zero and some admissible generator must reach it. The phase rotation \(K=iP\) does so: it is anti-Hermitian, has norm one, and has slope \(i\operatorname{tr}(PHP-HP^2)=i(\langle H\rangle-\langle H\rangle)=0\).

The generalised Brillouin condition of multiconfigurational theory concerns orbital rotations, that is, one-body generators. Here \(K\) ranges over every anti-Hermitian matrix on the finite state space. For a many-electron state expanded in all determinants of a finite orbital basis, a space that orbital rotations map into itself, and with \(H\) the Hamiltonian matrix on that space, \(\sqrt2\,\Delta E\) thus bounds the slope along any orbital rotation whose generator, as a matrix on that space, has norm one, but one-body generators alone need not reach it. Vanishing orbital gradients do not by themselves guarantee that a state is an eigenvector. Vanishing slopes along all \(K\) do, since \((\Delta E)^2=\|(H-\langle H\rangle)\psi\|^2\); this criterion is a consequence drawn here by hand and is not among the theorems below.

## A two-level state with energy spread 12

Take \(H=\operatorname{diag}(0,25)\) and \(\psi=(3/5,4/5)\). Then \(\langle H\rangle=16\) and \(H\psi=(0,20)\), so \(\Delta E=\sqrt{400-256}=12\). The commutator and the normalised steepest generator are

\[
G=\begin{pmatrix}0&-12\\12&0\end{pmatrix},\qquad
K=\frac1{\sqrt2}\begin{pmatrix}0&-1\\1&0\end{pmatrix},
\]

with \(\|G\|_F=12\sqrt2\). The slope along \(K\) is \(2\cdot12/\sqrt2=12\sqrt2\approx16.97\), as claimed. Along the equally long generator \(\frac{i}{\sqrt2}\begin{pmatrix}0&1\\1&0\end{pmatrix}\) it is zero, although \(\psi\) is not an eigenvector.

The normalisation is visible too. The plane rotation by an angle \(\theta\) has the generator \(\sqrt2K\), of norm \(\sqrt2\), and its slope per radian is \(24=2\Delta E\).

## States, norms and slopes as Lean definitions

The basis is labelled by a finite type `n`. Despite the name of the namespace, the generators are arbitrary anti-Hermitian matrices on the state space, which for a many-electron state is in general a wider class than the generators of orbital rotations. States are functions `n → ℂ`, and operators are complex matrices over `n`.

```lean
import Mathlib

open Matrix

namespace SteepestOrbitalRotation

noncomputable section

variable {n : Type*} [Fintype n]
```

The expectation value is complex-valued and conjugates its left argument.

```lean
/-- The expectation value `⟨ψ, A ψ⟩`. -/
def expect (ψ : n → ℂ) (A : Matrix n n ℂ) : ℂ := star ψ ⬝ᵥ (A *ᵥ ψ)
```

The density matrix has entries \(P_{ij}=\psi_i\overline{\psi_j}\). For nonzero \(\psi\) it is a projector only when \(\psi\) has unit norm, and normalisation enters later as the hypothesis `star ψ ⬝ᵥ ψ = 1`.

```lean
/-- The density matrix `|ψ⟩⟨ψ|` of a pure state. -/
def proj (ψ : n → ℂ) : Matrix n n ℂ := vecMulVec ψ (star ψ)
```

The Frobenius norm is written out entry by entry, which fixes the convention behind the factor \(\sqrt2\).

```lean
/-- The Frobenius norm, the root of the sum of the squared moduli of all entries. -/
def frobNorm (A : Matrix n n ℂ) : ℝ := √(∑ i, ∑ j, ‖A i j‖ ^ 2)
```

The spread uses the real part of \(\langle H\rangle\), which is the whole of it for Hermitian \(H\). Lean's real square root returns zero on negative numbers, so the nonnegativity of the variance matters; it follows from the norm computation below.

```lean
/-- The quantity `√(‖Hψ‖² - (Re ⟨ψ, Hψ⟩)²)`, which is the energy standard deviation when `H` is
Hermitian and `ψ` is a unit vector. -/
def energySpread (H : Matrix n n ℂ) (ψ : n → ℂ) : ℝ :=
  √(∑ i, ‖(H *ᵥ ψ) i‖ ^ 2 - (expect ψ H).re ^ 2)
```

The slope is defined directly as the expectation value of the commutator. The exponential \(e^{tK}\) and the derivative in \(t\) belong to the physical reading and do not occur in the code.

```lean
/-- The energy gradient `⟨ψ, [H, K] ψ⟩` along the rotation generated by `K`. -/
def gradient (H : Matrix n n ℂ) (ψ : n → ℂ) (K : Matrix n n ℂ) : ℂ :=
  expect ψ (H * K - K * H)
```

The matrix \(G\) is called `steepest`.

```lean
/-- The commutator `[H, |ψ⟩⟨ψ|]` of the Hamiltonian with the density matrix. -/
def steepest (H : Matrix n n ℂ) (ψ : n → ℂ) : Matrix n n ℂ :=
  H * proj ψ - proj ψ * H
```

## Trace identities for the density matrix

The first two theorems are \(\langle A\rangle=\operatorname{tr}(PA)\) and \(PAP=\langle A\rangle P\). Both are proved by expanding into double sums, exchanging the order of summation and comparing terms. Neither needs \(\psi\) to be normalised.

```lean
/-- An expectation value is the trace of the density matrix times the operator. -/
theorem expect_eq_trace (ψ : n → ℂ) (A : Matrix n n ℂ) :
    expect ψ A = (proj ψ * A).trace := by
  simp only [expect, proj, Matrix.trace, Matrix.diag_apply, Matrix.mul_apply,
    Matrix.vecMulVec_apply, dotProduct, Matrix.mulVec, Finset.mul_sum]
  rw [Finset.sum_comm]
  refine Finset.sum_congr rfl fun i _ => Finset.sum_congr rfl fun j _ => ?_
  ring

/-- Multiplying an operator on both sides by the same `|ψ⟩⟨ψ|` gives its expectation value times
`|ψ⟩⟨ψ|`. -/
theorem proj_sandwich (ψ : n → ℂ) (A : Matrix n n ℂ) :
    proj ψ * A * proj ψ = expect ψ A • proj ψ := by
  ext i j
  simp only [expect, proj, Matrix.mul_apply, Matrix.smul_apply, smul_eq_mul,
    Matrix.vecMulVec_apply, dotProduct, Matrix.mulVec, Finset.mul_sum, Finset.sum_mul]
  rw [Finset.sum_comm]
  refine Finset.sum_congr rfl fun k _ => Finset.sum_congr rfl fun l _ => ?_
  ring
```

Next comes \(P^\dagger=P\), read off from the entries.

```lean
omit [Fintype n] in
private lemma proj_herm (ψ : n → ℂ) : (proj ψ)ᴴ = proj ψ := by
  ext i j
  simp [proj, Matrix.vecMulVec_apply, Matrix.conjTranspose_apply, mul_comm]
```

For unit \(\psi\), setting \(A=1\) in the two identities gives \(P^2=P\) and \(\operatorname{tr}P=1\).

```lean
private lemma proj_sq {ψ : n → ℂ} (hψ : star ψ ⬝ᵥ ψ = 1) : proj ψ * proj ψ = proj ψ := by
  classical
  have h := proj_sandwich ψ 1
  rwa [mul_one, expect, Matrix.one_mulVec, hψ, one_smul] at h

private lemma proj_trace {ψ : n → ℂ} (hψ : star ψ ⬝ᵥ ψ = 1) : (proj ψ).trace = 1 := by
  classical
  have h := expect_eq_trace ψ 1
  rw [mul_one, expect, Matrix.one_mulVec, hψ] at h
  exact h.symm
```

A Hermitian operator has a real expectation value: conjugating \(\operatorname{tr}(PA)\) gives \(\operatorname{tr}(AP)\), which is the same number.

```lean
private lemma expect_im {A : Matrix n n ℂ} (hA : Aᴴ = A) (ψ : n → ℂ) :
    (expect ψ A).im = 0 := by
  apply Complex.conj_eq_iff_im.mp
  change star (expect ψ A) = expect ψ A
  rw [expect_eq_trace, ← Matrix.trace_conjTranspose, Matrix.conjTranspose_mul, hA,
    proj_herm, Matrix.trace_mul_comm]
```

The adjoint of \(G\) is \(PH-HP\), by the Hermiticity of \(H\) and \(P\).

```lean
private lemma steepest_conj {H : Matrix n n ℂ} (hH : Hᴴ = H) (ψ : n → ℂ) :
    (steepest H ψ)ᴴ = proj ψ * H - H * proj ψ := by
  rw [steepest, Matrix.conjTranspose_sub, Matrix.conjTranspose_mul,
    Matrix.conjTranspose_mul, hH, proj_herm]
```

## The Frobenius inner product and the slope

Two lemmas connect the entrywise norm with the algebra: \(\|A\|_F^2=\operatorname{Re}\operatorname{tr}(A^\dagger A)\), and \(\|cA\|_F=|c|\,\|A\|_F\) for real \(c\).

```lean
private lemma frobNorm_sq (A : Matrix n n ℂ) : frobNorm A ^ 2 = (Aᴴ * A).trace.re := by
  rw [frobNorm, Real.sq_sqrt (by positivity), Finset.sum_comm]
  simp only [Matrix.trace, Matrix.diag_apply, Matrix.mul_apply,
    Matrix.conjTranspose_apply, Complex.re_sum]
  refine Finset.sum_congr rfl fun i _ => Finset.sum_congr rfl fun j _ => ?_
  rw [Complex.sq_norm, Complex.normSq_apply]
  simp [Complex.mul_re]

private lemma frobNorm_smul (c : ℝ) (A : Matrix n n ℂ) :
    frobNorm ((c : ℂ) • A) = |c| * frobNorm A := by
  simp only [frobNorm, Matrix.smul_apply, smul_eq_mul, norm_mul, Complex.norm_real,
    Real.norm_eq_abs, mul_pow, sq_abs, ← Finset.mul_sum]
  rw [Real.sqrt_mul (sq_nonneg c), Real.sqrt_sq_eq_abs]
```

The Cauchy-Schwarz bound is needed only for the real part of \(\operatorname{tr}(A^\dagger B)\). It is obtained from the inequality for real sums, applied to the moduli \(|A_{ij}|\) and \(|B_{ij}|\) over all index pairs. Each term of the trace satisfies \(\operatorname{Re}z\le|z|\), which completes the estimate.

```lean
/-- The real part of the Frobenius inner product of two matrices is at most the product of their
Frobenius norms. -/
theorem re_trace_le (A B : Matrix n n ℂ) :
    (Aᴴ * B).trace.re ≤ frobNorm A * frobNorm B := by
  have h := Real.sum_mul_le_sqrt_mul_sqrt Finset.univ
    (fun p : n × n => ‖A p.1 p.2‖) (fun p : n × n => ‖B p.1 p.2‖)
  simp only [Fintype.sum_prod_type] at h
  refine le_trans ?_ h
  rw [Finset.sum_comm]
  simp only [Matrix.trace, Matrix.diag_apply, Matrix.mul_apply,
    Matrix.conjTranspose_apply, Complex.re_sum]
  refine Finset.sum_le_sum fun i _ => Finset.sum_le_sum fun j _ => ?_
  refine (Complex.re_le_norm _).trans (le_of_eq ?_)
  rw [norm_mul, norm_star]
```

For Hermitian \(H\) and anti-Hermitian \(K\) the commutator is Hermitian, so the slope has no imaginary part. This justifies stating the maximum for real parts.

```lean
/-- For Hermitian `H` and anti-Hermitian `K` the energy gradient is a real number. -/
theorem gradient_im {H K : Matrix n n ℂ} (hH : Hᴴ = H) (hK : Kᴴ = -K) (ψ : n → ℂ) :
    (gradient H ψ K).im = 0 := by
  classical
  apply expect_im
  rw [Matrix.conjTranspose_sub, Matrix.conjTranspose_mul, Matrix.conjTranspose_mul, hH, hK]
  noncomm_ring
```

The next theorem is the identity \(\langle[H,K]\rangle=\operatorname{tr}(G^\dagger K)\). The cyclic step \(\operatorname{tr}(PKH)=\operatorname{tr}(HPK)\) is `Matrix.trace_mul_cycle`. No condition on \(K\) is needed.

```lean
/-- For Hermitian `H` the energy gradient along `K` is the Frobenius inner product of `[H, |ψ⟩⟨ψ|]`
with `K`. -/
theorem gradient_eq_trace {H : Matrix n n ℂ} (hH : Hᴴ = H) (ψ : n → ℂ)
    (K : Matrix n n ℂ) : gradient H ψ K = ((steepest H ψ)ᴴ * K).trace := by
  rw [gradient, expect_eq_trace, steepest_conj hH, mul_sub, sub_mul, Matrix.trace_sub,
    Matrix.trace_sub, ← mul_assoc, ← mul_assoc, Matrix.trace_mul_cycle (proj ψ) K H]
```

## The length of the commutator

The theorem `frobNorm_steepest` states \(\|G\|_F=\sqrt2\,\Delta E\) for Hermitian \(H\) and unit \(\psi\), and its intermediate claims follow the derivation by hand. `hHH` is \(\langle H^2\rangle=\|H\psi\|^2\), `hm` expands \(G^\dagger G\) into four products, and `ht` evaluates their traces. `hsq` then gives \(\|G\|_F^2\) as twice the variance. Since the left side is a square, the variance is nonnegative, and taking roots gives the result.

```lean
/-- For Hermitian `H` and a unit vector `ψ` the commutator `[H, |ψ⟩⟨ψ|]` has Frobenius norm `√2`
times the energy standard deviation. -/
theorem frobNorm_steepest {H : Matrix n n ℂ} (hH : Hᴴ = H) {ψ : n → ℂ}
    (hψ : star ψ ⬝ᵥ ψ = 1) : frobNorm (steepest H ψ) = √2 * energySpread H ψ := by
  classical
  have hHH : (expect ψ (H * H)).re = ∑ i, ‖(H *ᵥ ψ) i‖ ^ 2 := by
    have h : expect ψ (H * H) = star (H *ᵥ ψ) ⬝ᵥ (H *ᵥ ψ) := by
      rw [Matrix.star_mulVec, hH, ← Matrix.dotProduct_mulVec, Matrix.mulVec_mulVec, expect]
    rw [h, dotProduct, Complex.re_sum]
    refine Finset.sum_congr rfl fun i _ => ?_
    rw [Complex.sq_norm, Complex.normSq_apply]
    simp [Complex.mul_re]
  -- expand the product of commutators and reduce each term to an expectation value
  have hm : (proj ψ * H - H * proj ψ) * (H * proj ψ - proj ψ * H)
      = proj ψ * (H * H) * proj ψ - (proj ψ * H * proj ψ) * H
        - H * (proj ψ * H * proj ψ) + H * (proj ψ * proj ψ) * H := by
    noncomm_ring
  have ht : ((steepest H ψ)ᴴ * steepest H ψ).trace
      = 2 * expect ψ (H * H) - 2 * (expect ψ H * expect ψ H) := by
    rw [steepest_conj hH, steepest, hm, proj_sandwich, proj_sandwich, proj_sq hψ,
      Matrix.trace_add, Matrix.trace_sub, Matrix.trace_sub, Matrix.smul_mul,
      Matrix.mul_smul, Matrix.trace_smul, Matrix.trace_smul, Matrix.trace_smul,
      proj_trace hψ, Matrix.trace_mul_comm H (proj ψ), Matrix.trace_mul_cycle H (proj ψ) H,
      Matrix.trace_mul_comm (H * H) (proj ψ), ← expect_eq_trace, ← expect_eq_trace]
    simp only [smul_eq_mul]
    ring
  have hsq : frobNorm (steepest H ψ) ^ 2
      = 2 * (∑ i, ‖(H *ᵥ ψ) i‖ ^ 2 - (expect ψ H).re ^ 2) := by
    rw [frobNorm_sq, ht, ← hHH]
    simp [Complex.mul_re, expect_im hH ψ]
    ring
  rw [energySpread, ← Real.sqrt_mul (by norm_num : (0 : ℝ) ≤ 2), ← hsq]
  exact (Real.sqrt_sq (Real.sqrt_nonneg _)).symm
```

## The maximum and the generators that reach it

In the final theorem, the set `{K | Kᴴ = -K ∧ frobNorm K = 1}` contains the admissible generators, and its image under the real part of `gradient` is the set of attainable slopes. `IsGreatest` says that \(\sqrt2\,\Delta E\) belongs to this image and that no element exceeds it. The hypotheses are Hermitian \(H\) and normalised \(\psi\). In dimension one the statement still holds: the admissible generators are the numbers \(\pm i\), and every slope is zero.

The proof first replaces \(\sqrt2\,\Delta E\) by \(\|G\|_F\), then splits on whether this norm vanishes. In the zero case it checks that \(iP\) is anti-Hermitian, has norm one and has zero slope. Otherwise it checks the same three points for \(G/\|G\|_F\), whose slope is \(\|G\|_F\). The last lines prove the upper bound from `gradient_eq_trace` and `re_trace_le`. They use only the norm of \(K\), so anti-Hermiticity restricts the competitors without lowering the maximum of the real part.

```lean
/-- For Hermitian `H` and a unit vector `ψ`, the largest energy gradient over anti-Hermitian
generators of Frobenius norm one is `√2` times the energy standard deviation, and it is attained. -/
theorem isGreatest_gradient {H : Matrix n n ℂ} (hH : Hᴴ = H) {ψ : n → ℂ}
    (hψ : star ψ ⬝ᵥ ψ = 1) :
    IsGreatest ((fun K => (gradient H ψ K).re) '' {K | Kᴴ = -K ∧ frobNorm K = 1})
      (√2 * energySpread H ψ) := by
  rw [← frobNorm_steepest hH hψ]
  constructor
  · by_cases h0 : frobNorm (steepest H ψ) = 0
    · -- zero spread: the phase rotation `i|ψ⟩⟨ψ|` has norm one and zero gradient
      refine ⟨Complex.I • proj ψ, ⟨?_, ?_⟩, ?_⟩
      · rw [Matrix.conjTranspose_smul, proj_herm]
        simp
      · have h1 : frobNorm (Complex.I • proj ψ) = frobNorm (proj ψ) := by
          simp [frobNorm]
        have h2 : frobNorm (proj ψ) ^ 2 = 1 := by
          rw [frobNorm_sq, proj_herm, proj_sq hψ, proj_trace hψ, Complex.one_re]
        have h3 : 0 ≤ frobNorm (proj ψ) := Real.sqrt_nonneg _
        rw [h1, ← Real.sqrt_sq h3, h2, Real.sqrt_one]
      · change (gradient H ψ (Complex.I • proj ψ)).re = _
        rw [h0, gradient_eq_trace hH, steepest_conj hH, Matrix.mul_smul, Matrix.trace_smul,
          sub_mul, Matrix.trace_sub, mul_assoc H, proj_sq hψ,
          Matrix.trace_mul_comm (proj ψ * H) (proj ψ), ← mul_assoc, proj_sq hψ,
          Matrix.trace_mul_comm H (proj ψ), sub_self, smul_zero, Complex.zero_re]
    · -- nonzero spread: normalise the commutator itself
      have hpos : 0 ≤ frobNorm (steepest H ψ) := Real.sqrt_nonneg _
      refine ⟨(((frobNorm (steepest H ψ))⁻¹ : ℝ) : ℂ) • steepest H ψ, ⟨?_, ?_⟩, ?_⟩
      · have hs : (steepest H ψ)ᴴ = -steepest H ψ := by
          rw [steepest_conj hH, steepest, neg_sub]
        rw [Matrix.conjTranspose_smul, hs, smul_neg, Complex.star_def, Complex.conj_ofReal]
      · rw [frobNorm_smul, abs_of_nonneg (inv_nonneg.mpr hpos), inv_mul_cancel₀ h0]
      · change (gradient H ψ _).re = _
        rw [gradient_eq_trace hH, Matrix.mul_smul, Matrix.trace_smul, smul_eq_mul,
          Complex.re_ofReal_mul, ← frobNorm_sq, pow_two, ← mul_assoc,
          inv_mul_cancel₀ h0, one_mul]
  · rintro _ ⟨K, ⟨_, hK⟩, rfl⟩
    change (gradient H ψ K).re ≤ _
    rw [gradient_eq_trace hH]
    simpa [hK] using re_trace_le (steepest H ψ) K

end

end SteepestOrbitalRotation
```

```lean
#print axioms SteepestOrbitalRotation.gradient_im
#print axioms SteepestOrbitalRotation.isGreatest_gradient
```

```
'SteepestOrbitalRotation.gradient_im' depends on axioms: [propext, Classical.choice, Quot.sound]
'SteepestOrbitalRotation.isGreatest_gradient' depends on axioms: [propext, Classical.choice, Quot.sound]
```
